# Relative error bounds for the Tang–Toennies damping function and its tail series

For a natural number \(n\) and real \(x\), the Tang–Toennies damping function is

\[
f_n(x)=1-e^{-x}\sum_{k=0}^{n}\frac{x^k}{k!}
=e^{-x}\sum_{k=0}^{\infty}\frac{x^{k+n+1}}{(k+n+1)!}.
\]

Let \(x>0\) and \(r=x/(n+2)\). Keeping the first \(m\) terms of the series on the right gives \(f_n(x)\) with relative error at most \(r^m\). By contrast, any value whose absolute error is at least \(\varepsilon\), such as one spoilt by rounding in the closed form, has relative error at least \(\varepsilon\,(n+1)!/x^{n+1}\). For \(x<n+2\) the first bound decreases geometrically with \(m\).

In a pairwise dispersion model that uses this damping with a single parameter \(b\), an inverse length, the damped term of order \(n\) is \(-C_n f_n(bR)/R^n\), where \(R\) is the interatomic distance and \(C_n\) the dispersion coefficient. A relative error in \(f_n\) passes unchanged into this energy.

## From cancellation to a positive series

Since \(e^{-x}e^{x}=1\), the closed form equals \(e^{-x}\bigl(e^x-\sum_{k\le n}x^k/k!\bigr)\). Removing the first \(n+1\) terms of the exponential series leaves

\[
f_n(x)=\sum_{k=0}^{\infty}t_k,\qquad t_k=e^{-x}\frac{x^{k+n+1}}{(k+n+1)!}.
\]

For \(x>0\) every term is positive, and successive terms satisfy

\[
\frac{t_{j+1}}{t_j}=\frac{x}{j+n+2}\le r .
\]

Applying this \(m\) times gives \(t_{k+m}\le r^m t_k\). The remainder after \(m\) terms is therefore

\[
0\le f_n(x)-\sum_{k=0}^{m-1}t_k=\sum_{k=0}^{\infty}t_{k+m}\le r^m\sum_{k=0}^{\infty}t_k=r^m f_n(x),
\]

and division by \(f_n(x)\) gives the truncation bound.

The size of \(f_n\) itself follows from two comparisons. The first term alone is a lower bound. For the upper bound, \(k!\,(n+1)!\le(k+n+1)!\) gives

\[
f_n(x)\le \frac{x^{n+1}}{(n+1)!}\,e^{-x}\sum_{k=0}^{\infty}\frac{x^k}{k!}=\frac{x^{n+1}}{(n+1)!}.
\]

Hence

\[
e^{-x}\frac{x^{n+1}}{(n+1)!}\le f_n(x)\le\frac{x^{n+1}}{(n+1)!}.
\]

If a computed value \(y\) satisfies \(|y-f_n(x)|\ge\varepsilon\), the upper bound yields

\[
\frac{|y-f_n(x)|}{f_n(x)}\ge|y-f_n(x)|\frac{(n+1)!}{x^{n+1}}\ge\varepsilon\frac{(n+1)!}{x^{n+1}}.
\]

Dividing the two-sided bound by \(x^{n+1}\) and letting \(x\to0^+\) also shows that \(f_n(x)/x^{n+1}\to1/(n+1)!\). The amplification factor \((n+1)!/x^{n+1}\) thus approaches the true factor \(1/f_n(x)\), in the sense that their ratio tends to one.

## Order six at \(x=0.1\)

Here \(x^7/7!=10^{-7}/5040\approx1.98\times10^{-11}\). The closed form subtracts from 1 a number that agrees with it to about ten digits. In double precision, the rounding made in computing that number typically leaves an absolute error of about \(10^{-16}\), which the subtraction carries over into the small result. An absolute error of \(10^{-16}\) becomes a relative error of at least \(10^{-16}\times5040/10^{-7}\approx5\times10^{-6}\).

For the series, \(r=0.1/8=0.0125\). Three terms give

\[
e^{-0.1}\,\frac{10^{-7}}{5040}\left(1+\frac{0.1}{8}+\frac{0.01}{72}\right)\approx1.818\times10^{-11},
\]

with truncation error at most \(r^3\approx2\times10^{-6}\) in relative terms. With eight terms the bound is about \(6\times10^{-16}\).

A routine can use the series below a chosen threshold in \(x\) and the closed form above it. The threshold should be less than \(n+2\), but large enough that the closed form meets the required tolerance above it. The series part starts from \(t_0\), obtains \(t_{j+1}\) from \(t_j\) by multiplying by \(x/(j+n+2)\), and takes \(m\) large enough that \(r^m\) at the threshold is below the required tolerance.

## The definitions and bounds in Lean

The development works over the real numbers.

```lean
import Mathlib

open Finset Filter Topology
open scoped Nat

namespace TangToenniesDamping

noncomputable section
```

The order `n` is any natural number, and `x` stands for the dimensionless product \(bR\). Because `range (n + 1)` runs from 0 to \(n\), the sum includes the term of order \(n\).

```lean
/-- The Tang–Toennies damping function of order `n`, in its usual closed form. -/
def damping (n : ℕ) (x : ℝ) : ℝ :=
  1 - Real.exp (-x) * ∑ k ∈ range (n + 1), x ^ k / (k ! : ℝ)
```

The term \(t_k\) is `tailTerm n x k`, with the factor \(e^{-x}\) included.

```lean
/-- The `k`-th term, counted from zero, of the exponential tail beyond order `n`,
multiplied by `exp (-x)`. -/
def tailTerm (n : ℕ) (x : ℝ) (k : ℕ) : ℝ :=
  Real.exp (-x) * (x ^ (k + (n + 1)) / ((k + (n + 1))! : ℝ))
```

The truncated value keeps \(t_0,\dots,t_{m-1}\). For \(m=0\) it is zero, with relative error exactly \(1=r^0\).

```lean
/-- The damping function evaluated by keeping the first `m` terms of the tail series. -/
def truncatedDamping (n m : ℕ) (x : ℝ) : ℝ :=
  ∑ k ∈ range m, tailTerm n x k
```

`HasSum` states that a series converges to a given value. The first lemma puts Mathlib's exponential series in this form.

```lean
/-- The power series of the exponential function sums to `exp x`. -/
theorem hasSum_exp_series (x : ℝ) :
    HasSum (fun k : ℕ => x ^ k / (k ! : ℝ)) (Real.exp x) := by
  rw [Real.exp_eq_exp_ℝ, NormedSpace.exp_eq_tsum_div]
  exact (Real.summable_pow_div_factorial x).hasSum
```

The tail identity holds for every real `x`, including negative values. The proof drops the first \(n+1\) terms with `hasSum_nat_add_iff'`, multiplies by \(e^{-x}\), and uses `hE`, which is \(e^{-x}e^x=1\), to match the closed form.

```lean
/-- The damping function is the sum of the exponential tail beyond order `n`,
multiplied by `exp (-x)`. -/
theorem hasSum_damping (n : ℕ) (x : ℝ) : HasSum (tailTerm n x) (damping n x) := by
  -- remove the first n + 1 terms of the exponential series
  have h := ((hasSum_nat_add_iff' (n + 1)).mpr (hasSum_exp_series x)).mul_left
    (Real.exp (-x))
  have hE : Real.exp (-x) * Real.exp x = 1 := by
    rw [← Real.exp_add, neg_add_cancel, Real.exp_zero]
  have e : damping n x = Real.exp (-x) *
      (Real.exp x - ∑ k ∈ range (n + 1), x ^ k / (k ! : ℝ)) := by
    unfold damping
    linear_combination -hE
  rw [e]
  exact h
```

The error bounds need the terms to be nonnegative, which holds for \(x\ge0\).

```lean
/-- For `x ≥ 0` every term of the tail series is nonnegative. -/
theorem tailTerm_nonneg (n : ℕ) {x : ℝ} (hx : 0 ≤ x) (k : ℕ) : 0 ≤ tailTerm n x k := by
  unfold tailTerm
  positivity
```

In the next lemma, `step` is the exact ratio of successive terms. Induction on `m` then collects one factor of at most \(r\) for each place moved.

```lean
/-- For `x ≥ 0`, the term `m` places after a given term of the tail series is at most
`(x / (n + 2)) ^ m` times the given term. -/
theorem tailTerm_add_le (n : ℕ) {x : ℝ} (hx : 0 ≤ x) (k m : ℕ) :
    tailTerm n x (k + m) ≤ (x / (n + 2)) ^ m * tailTerm n x k := by
  -- the exact ratio of successive terms
  have step : ∀ j : ℕ, tailTerm n x (j + 1) =
      x / ((j : ℝ) + (n + 1) + 1) * tailTerm n x j := by
    intro j
    unfold tailTerm
    rw [show j + 1 + (n + 1) = j + (n + 1) + 1 by omega, pow_succ' x (j + (n + 1)),
      Nat.factorial_succ (j + (n + 1)), Nat.cast_mul, mul_div_mul_comm]
    push_cast
    ring
  induction m with
  | zero => simp
  | succ m ih =>
    rw [show k + (m + 1) = (k + m) + 1 from rfl, step, pow_succ', mul_assoc]
    have h1 : x / (((k + m : ℕ) : ℝ) + (n + 1) + 1) ≤ x / (n + 2) := by
      have h := Nat.cast_nonneg (α := ℝ) (k + m)
      exact div_le_div_of_nonneg_left hx (by positivity) (by linarith)
    exact mul_le_mul h1 ih (tailTerm_nonneg n hx _) (by positivity)
```

The two-sided bound follows the derivation above: `le_hasSum` isolates the first term, and `hasSum_le` compares the tail with the full exponential series term by term. The factorial inequality comes from the fact that \(k!\,(n+1)!\) divides \((k+n+1)!\).

```lean
/-- For `x ≥ 0` the damping function lies between `exp (-x) x^(n+1) / (n+1)!` and
`x^(n+1) / (n+1)!`. -/
theorem damping_bounds (n : ℕ) {x : ℝ} (hx : 0 ≤ x) :
    Real.exp (-x) * (x ^ (n + 1) / ((n + 1)! : ℝ)) ≤ damping n x ∧
      damping n x ≤ x ^ (n + 1) / ((n + 1)! : ℝ) := by
  constructor
  · -- the first term alone is a lower bound
    have h := le_hasSum (hasSum_damping n x) 0 (fun j _ => tailTerm_nonneg n hx j)
    simpa only [tailTerm, zero_add] using h
  · -- compare with the full exponential series, using k! (n+1)! ≤ (k+n+1)!
    have hs := ((hasSum_exp_series x).mul_right (x ^ (n + 1) / ((n + 1)! : ℝ))).mul_left
      (Real.exp (-x))
    have hle := hasSum_le (fun k => ?_) (hasSum_damping n x) hs
    · rwa [← mul_assoc, ← Real.exp_add, neg_add_cancel, Real.exp_zero, one_mul] at hle
    · have hf : ((k ! : ℝ) * ((n + 1)! : ℝ)) ≤ ((k + (n + 1))! : ℝ) := by
        exact_mod_cast Nat.le_of_dvd (Nat.factorial_pos _)
          (Nat.factorial_mul_factorial_dvd_factorial_add k (n + 1))
      unfold tailTerm
      rw [← mul_div_mul_comm, ← pow_add]
      exact mul_le_mul_of_nonneg_left
        (div_le_div_of_nonneg_left (by positivity) (by positivity) hf) (Real.exp_pos _).le
```

Positivity permits division by \(f_n(x)\) in the relative errors.

```lean
/-- For `x > 0` the damping function is strictly positive. -/
theorem damping_pos (n : ℕ) {x : ℝ} (hx : 0 < x) : 0 < damping n x :=
  lt_of_lt_of_le (by positivity) (damping_bounds n hx.le).1
```

The truncation theorem assumes only \(x>0\); for \(x\ge n+2\) it remains true but gives no useful accuracy. In the proof, `h0` fixes the sign of the remainder and `h1` bounds it by \(r^mf_n(x)\).

```lean
/-- For `x > 0`, keeping `m` terms of the tail series gives the damping function with
relative error at most `(x / (n + 2)) ^ m`. -/
theorem truncated_relative_error (n m : ℕ) {x : ℝ} (hx : 0 < x) :
    |truncatedDamping n m x - damping n x| / damping n x ≤ (x / (n + 2)) ^ m := by
  -- the remainder is itself a series of nonnegative terms
  have hrem := (hasSum_nat_add_iff' m).mpr (hasSum_damping n x)
  have h0 : 0 ≤ damping n x - truncatedDamping n m x :=
    hrem.nonneg (fun k => tailTerm_nonneg n hx.le (k + m))
  have h1 : damping n x - truncatedDamping n m x ≤ (x / (n + 2)) ^ m * damping n x :=
    hasSum_le (fun k => tailTerm_add_le n hx.le k m) hrem
      ((hasSum_damping n x).mul_left _)
  rw [div_le_iff₀ (damping_pos n hx), abs_sub_comm, abs_of_nonneg h0]
  exact h1
```

In the amplification theorem, `y` is an arbitrary real number and the hypothesis `hy` supplies its absolute error. This condition represents the rounding error of the closed form; its size is assumed, since the file contains no model of floating-point numbers. Likewise, the truncation theorem concerns the real partial sum and not the rounding incurred in adding it up.

```lean
/-- For `x > 0`, a computed value `y` whose absolute error is at least `ε` has relative
error at least `ε (n+1)! / x^(n+1)`. -/
theorem naive_relative_error (n : ℕ) {x y ε : ℝ} (hx : 0 < x)
    (hy : ε ≤ |y - damping n x|) :
    ε * ((n + 1)! : ℝ) / x ^ (n + 1) ≤ |y - damping n x| / damping n x := by
  have hf := damping_pos n hx
  have hF : (0 : ℝ) < ((n + 1)! : ℝ) := by positivity
  have hu := (le_div_iff₀ hF).mp (damping_bounds n hx.le).2
  rw [div_le_div_iff₀ (pow_pos hx _) hf]
  calc ε * ((n + 1)! : ℝ) * damping n x = ε * (damping n x * ((n + 1)! : ℝ)) := by ring
    _ ≤ |y - damping n x| * (damping n x * ((n + 1)! : ℝ)) :=
        mul_le_mul_of_nonneg_right hy (mul_pos hf hF).le
    _ ≤ |y - damping n x| * x ^ (n + 1) :=
        mul_le_mul_of_nonneg_left hu (abs_nonneg _)
```

The filter `𝓝[>] 0` expresses the approach to zero from above. The limit is obtained by squeezing \(f_n(x)/x^{n+1}\) between \(e^{-x}/(n+1)!\) and \(1/(n+1)!\).

```lean
/-- As `x` tends to zero from above, the damping function divided by `x^(n+1)` tends
to `1 / (n+1)!`. -/
theorem damping_short_range (n : ℕ) :
    Tendsto (fun x : ℝ => damping n x / x ^ (n + 1)) (𝓝[>] 0)
      (𝓝 (1 / ((n + 1)! : ℝ))) := by
  have hlow : Tendsto (fun x : ℝ => Real.exp (-x) / ((n + 1)! : ℝ)) (𝓝[>] 0)
      (𝓝 (1 / ((n + 1)! : ℝ))) := by
    have hc : Continuous (fun x : ℝ => Real.exp (-x) / ((n + 1)! : ℝ)) :=
      (Real.continuous_exp.comp continuous_neg).div_const _
    have h := hc.tendsto 0
    simp only [neg_zero, Real.exp_zero] at h
    exact h.mono_left nhdsWithin_le_nhds
  -- squeeze between the two bounds on the damping function
  refine tendsto_of_tendsto_of_tendsto_of_le_of_le' hlow tendsto_const_nhds ?_ ?_
  · filter_upwards [self_mem_nhdsWithin] with x hx
    have hx' : 0 < x := hx
    rw [le_div_iff₀ (pow_pos hx' _)]
    calc Real.exp (-x) / ((n + 1)! : ℝ) * x ^ (n + 1)
        = Real.exp (-x) * (x ^ (n + 1) / ((n + 1)! : ℝ)) := by ring
      _ ≤ damping n x := (damping_bounds n hx'.le).1
  · filter_upwards [self_mem_nhdsWithin] with x hx
    have hx' : 0 < x := hx
    rw [div_le_iff₀ (pow_pos hx' _)]
    calc damping n x ≤ x ^ (n + 1) / ((n + 1)! : ℝ) := (damping_bounds n hx'.le).2
      _ = 1 / ((n + 1)! : ℝ) * x ^ (n + 1) := by ring

end

end TangToenniesDamping
```

```lean
#print axioms TangToenniesDamping.truncated_relative_error
#print axioms TangToenniesDamping.naive_relative_error
#print axioms TangToenniesDamping.damping_short_range
```

```
'TangToenniesDamping.truncated_relative_error' depends on axioms: [propext, Classical.choice, Quot.sound]
'TangToenniesDamping.naive_relative_error' depends on axioms: [propext, Classical.choice, Quot.sound]
'TangToenniesDamping.damping_short_range' depends on axioms: [propext, Classical.choice, Quot.sound]
```
